# The damped least-squares step: unique minimiser, filter factor and length bound for positive damping

Let \(J\) be a finite real matrix, \(r\) a real vector and \(\lambda>0\). The step

\[
d=(J^{\mathsf T}J+\lambda I)^{-1}J^{\mathsf T}r
\]

is the unique minimiser of

\[
F(x)=|Jx-r|^2+\lambda|x|^2 .
\]

If \(Jv=su\) and \(J^{\mathsf T}u=sv\) for a real number \(s\), then

\[
\langle v,d\rangle=\frac{s\,\langle u,r\rangle}{s^2+\lambda},
\qquad\text{and for every } J\qquad
|d|\le\frac{|r|}{2\sqrt\lambda}.
\]

Here \(\langle\cdot,\cdot\rangle\) is the dot product and \(|\cdot|\) the Euclidean length.

## The parameter update in a pseudopotential fit

An energy-consistent pseudopotential has parameters \(p\) that are adjusted until its valence energies \(E(p)\) reproduce reference energies \(E^{\text{ref}}\). One iteration of a damped Gauss–Newton fit does the following:

1. Compute \(E(p)\) for the chosen atomic states and set \(r=E^{\text{ref}}-E(p)\).
2. Compute the Jacobian \(J_{ij}=\partial E_i/\partial p_j\), analytically or by finite differences.
3. Solve for \(d\), evaluate the energies at \(p+d\), and accept the step or increase \(\lambda\).

With this sign of \(r\), the linearised error after a change \(x\) is \(Jx-r\). The number \(\lambda\) states how much squared energy error one will tolerate to avoid a unit of squared parameter change; it stands for limited trust in the linearisation. Within that linear model, the result says how strongly the fit moves parameter combinations that the energies barely determine.

A code need not form the inverse. The same \(d\) solves the ordinary least-squares problem

\[
\begin{pmatrix}J\\ \sqrt\lambda\,I\end{pmatrix}x\approx\begin{pmatrix}r\\0\end{pmatrix},
\]

which a QR routine handles without forming \(J^{\mathsf T}J\), a product in which rounding can wipe out the small singular values of \(J\). The length bound also gives a safe damping: to keep \(|d|\le\Delta\) for a chosen \(\Delta>0\), it suffices to take \(\lambda\ge|r|^2/(4\Delta^2)\). Since \(|x|^2\) adds the squared changes of all parameters, exponents and coefficients should be scaled to comparable units first.

## From the normal equations to the bound

**Invertibility.** Suppose \((J^{\mathsf T}J+\lambda I)w=0\). Taking the dot product with \(w\) gives \(|Jw|^2+\lambda|w|^2=0\), so \(w=0\). The matrix is therefore invertible, and \(d\) is the only solution of

\[
J^{\mathsf T}Jd+\lambda d=J^{\mathsf T}r .
\]

**Stationarity.** The dot product of this equation with any direction \(e\) is

\[
\langle Jd,Je\rangle+\lambda\langle d,e\rangle=\langle r,Je\rangle. \tag{1}
\]

**Minimum.** Expanding the squares,

\[
F(d+e)=F(d)+2\bigl[\langle Jd-r,Je\rangle+\lambda\langle d,e\rangle\bigr]+|Je|^2+\lambda|e|^2 .
\]

The bracket vanishes by (1). The excess \(|Je|^2+\lambda|e|^2\) is positive unless \(e=0\), so \(d\) is the unique minimiser.

**Filter factor.** Put \(e=v\) in (1) and use \(Jv=su\):

\[
s\langle Jd,u\rangle+\lambda\langle d,v\rangle=s\langle r,u\rangle .
\]

Since \(\langle Jd,u\rangle=\langle d,J^{\mathsf T}u\rangle=s\langle d,v\rangle\), this becomes \((s^2+\lambda)\langle v,d\rangle=s\langle u,r\rangle\), which is the stated formula.

Now let \(d_0\) be any solution of the undamped equations \(J^{\mathsf T}Jd_0=J^{\mathsf T}r\). The same calculation without \(\lambda\) gives \(s^2\langle v,d_0\rangle=s\langle u,r\rangle\). Hence

\[
\langle v,d\rangle=\frac{s^2}{s^2+\lambda}\,\langle v,d_0\rangle .
\]

A stiff direction, with \(s^2\gg\lambda\), keeps almost its full component. A sloppy one, with \(s^2\ll\lambda\), keeps a fraction of about \(s^2/\lambda\).

**Length.** Put \(e=d\) in (1), which gives \(|Jd|^2+\lambda|d|^2=\langle r,Jd\rangle\). Then

\[
0\le|2Jd-r|^2=4|Jd|^2-4\langle r,Jd\rangle+|r|^2=|r|^2-4\lambda|d|^2 ,
\]

and taking square roots gives the bound.

**Equality.** Let \(s>0\), \(r=u\) and \(\lambda=s^2\). The vector \(v/(2s)\) solves the damped equations, because \((s^2+s^2)\,v/(2s)=sv=J^{\mathsf T}u\). Also \(s|v|^2=\langle J^{\mathsf T}u,v\rangle=\langle u,Jv\rangle=s|u|^2\), so \(|v|=|u|\) and \(|d|=|u|/(2s)\), exactly the bound.

## The Lean file

```lean
import Mathlib

open Matrix

namespace EnergyConsistentPotential

noncomputable section

variable {m n : Type*} [Fintype m] [Fintype n] [DecidableEq n]

/-- The damped least-squares step `(JᵀJ + lam)⁻¹ Jᵀ r` for the potential parameters, where `J` is
the Jacobian of the valence energies and `r` the vector of energy errors (reference minus current).
The domain is `lam > 0`. -/
def dampedStep (J : Matrix m n ℝ) (r : m → ℝ) (lam : ℝ) : n → ℝ :=
  (Jᵀ * J + lam • (1 : Matrix n n ℝ))⁻¹ *ᵥ (Jᵀ *ᵥ r)

/-- The linearised squared energy error after a parameter change `d`, plus the penalty
`lam |d|²` on the size of the change. -/
def objective (J : Matrix m n ℝ) (r : m → ℝ) (lam : ℝ) (d : n → ℝ) : ℝ :=
  (J *ᵥ d - r) ⬝ᵥ (J *ᵥ d - r) + lam * (d ⬝ᵥ d)

/-- The Euclidean length of a real vector. -/
def length {k : Type*} [Fintype k] (x : k → ℝ) : ℝ := √(x ⬝ᵥ x)

/-- The parameter direction `v` and the energy pattern `u` are coupled by the Jacobian with
strength `s`: `J v = s u` and `Jᵀ u = s v`. The vectors need not be normalised. -/
def IsSingularPair (J : Matrix m n ℝ) (s : ℝ) (u : m → ℝ) (v : n → ℝ) : Prop :=
  J *ᵥ v = s • u ∧ Jᵀ *ᵥ u = s • v

omit [DecidableEq n] in
/-- The transposed Jacobian is the adjoint of the Jacobian for the dot product. -/
theorem transpose_dot (J : Matrix m n ℝ) (y : m → ℝ) (x : n → ℝ) :
    (Jᵀ *ᵥ y) ⬝ᵥ x = y ⬝ᵥ (J *ᵥ x) := by
  rw [Matrix.mulVec_transpose, Matrix.dotProduct_mulVec]

/-- For `lam > 0` the damped step is the one and only solution of the damped normal equations. -/
theorem eq_dampedStep_iff (J : Matrix m n ℝ) (r : m → ℝ) {lam : ℝ} (hlam : 0 < lam)
    (x : n → ℝ) :
    x = dampedStep J r lam ↔ Jᵀ *ᵥ (J *ᵥ x) + lam • x = Jᵀ *ᵥ r := by
  have hN : ∀ y : n → ℝ, (Jᵀ * J + lam • (1 : Matrix n n ℝ)) *ᵥ y
      = Jᵀ *ᵥ (J *ᵥ y) + lam • y := by
    intro y
    rw [Matrix.add_mulVec, Matrix.smul_mulVec, Matrix.one_mulVec, Matrix.mulVec_mulVec]
  -- a kernel vector v would give |Jv|² + lam |v|² = 0
  have hdet : IsUnit (Jᵀ * J + lam • (1 : Matrix n n ℝ)).det := by
    rw [isUnit_iff_ne_zero]
    intro h
    obtain ⟨v, hv, h0⟩ := Matrix.exists_mulVec_eq_zero_iff.mpr h
    rw [hN] at h0
    have h1 := congrArg (fun w => w ⬝ᵥ v) h0
    simp only [add_dotProduct, smul_dotProduct, transpose_dot, zero_dotProduct,
      smul_eq_mul] at h1
    have h2 : 0 ≤ (J *ᵥ v) ⬝ᵥ (J *ᵥ v) := Finset.sum_nonneg fun i _ => mul_self_nonneg _
    have h3 : 0 ≤ v ⬝ᵥ v := Finset.sum_nonneg fun i _ => mul_self_nonneg _
    have h4 : 0 < v ⬝ᵥ v :=
      lt_of_le_of_ne h3 fun h => hv (dotProduct_self_eq_zero.mp h.symm)
    linarith [mul_pos hlam h4]
  constructor
  · rintro rfl
    rw [← hN, dampedStep, Matrix.mulVec_mulVec, Matrix.mul_nonsing_inv _ hdet,
      Matrix.one_mulVec]
  · intro h
    rw [dampedStep, ← h, ← hN, Matrix.mulVec_mulVec, Matrix.nonsing_inv_mul _ hdet,
      Matrix.one_mulVec]

/-- Stationarity: for `lam > 0` the damped normal equations hold along every parameter
direction `e`. -/
theorem stationarity (J : Matrix m n ℝ) (r : m → ℝ) {lam : ℝ} (hlam : 0 < lam) (e : n → ℝ) :
    (J *ᵥ dampedStep J r lam) ⬝ᵥ (J *ᵥ e) + lam * (dampedStep J r lam ⬝ᵥ e)
      = r ⬝ᵥ (J *ᵥ e) := by
  have h := congrArg (fun w => w ⬝ᵥ e) ((eq_dampedStep_iff J r hlam _).mp rfl)
  simpa only [add_dotProduct, smul_dotProduct, transpose_dot, smul_eq_mul] using h

/-- For `lam > 0`, moving away from the damped step by `e` raises the objective by exactly
`|J e|² + lam |e|²`. -/
theorem objective_excess (J : Matrix m n ℝ) (r : m → ℝ) {lam : ℝ} (hlam : 0 < lam)
    (e : n → ℝ) :
    objective J r lam (dampedStep J r lam + e) = objective J r lam (dampedStep J r lam)
      + ((J *ᵥ e) ⬝ᵥ (J *ᵥ e) + lam * (e ⬝ᵥ e)) := by
  have h := stationarity J r hlam e
  have c1 := dotProduct_comm (J *ᵥ e) (J *ᵥ dampedStep J r lam)
  have c2 := dotProduct_comm (J *ᵥ e) r
  have c3 := dotProduct_comm e (dampedStep J r lam)
  simp only [objective, Matrix.mulVec_add, add_dotProduct, dotProduct_add, sub_dotProduct,
    dotProduct_sub]
  linear_combination 2 * h + c1 - c2 + lam * c3

/-- For `lam > 0` the damped step is the unique minimiser of the penalised energy error: every
other parameter change has a strictly larger objective. -/
theorem dampedStep_unique_minimizer (J : Matrix m n ℝ) (r : m → ℝ) {lam : ℝ} (hlam : 0 < lam)
    (x : n → ℝ) (hx : x ≠ dampedStep J r lam) :
    objective J r lam (dampedStep J r lam) < objective J r lam x := by
  have h := objective_excess J r hlam (x - dampedStep J r lam)
  rw [add_sub_cancel] at h
  set e := x - dampedStep J r lam with he
  have h1 : 0 ≤ (J *ᵥ e) ⬝ᵥ (J *ᵥ e) := Finset.sum_nonneg fun i _ => mul_self_nonneg _
  have h2 : 0 ≤ e ⬝ᵥ e := Finset.sum_nonneg fun i _ => mul_self_nonneg _
  have h3 : 0 < e ⬝ᵥ e :=
    lt_of_le_of_ne h2 fun h0 => hx (sub_eq_zero.mp (dotProduct_self_eq_zero.mp h0.symm))
  linarith [mul_pos hlam h3]

/-- For `lam > 0` and a singular pair of strength `s`, the component of the damped step along `v`
is `s ⟨u, r⟩ / (s² + lam)`. -/
theorem dampedStep_component (J : Matrix m n ℝ) (r : m → ℝ) {lam s : ℝ} (hlam : 0 < lam)
    {u : m → ℝ} {v : n → ℝ} (h : IsSingularPair J s u v) :
    v ⬝ᵥ dampedStep J r lam = s * (u ⬝ᵥ r) / (s ^ 2 + lam) := by
  have h1 := stationarity J r hlam v
  have h2 : u ⬝ᵥ (J *ᵥ dampedStep J r lam) = s * (v ⬝ᵥ dampedStep J r lam) := by
    rw [← transpose_dot, h.2, smul_dotProduct, smul_eq_mul]
  rw [h.1, dotProduct_smul, dotProduct_smul, smul_eq_mul, smul_eq_mul,
    dotProduct_comm (J *ᵥ dampedStep J r lam) u, dotProduct_comm (dampedStep J r lam) v,
    dotProduct_comm r u] at h1
  have hpos : s ^ 2 + lam ≠ 0 := by positivity
  rw [eq_div_iff hpos]
  linear_combination h1 - s * h2

/-- Let `d₀` solve the undamped normal equations. For `lam > 0`, damping multiplies its component
along a singular direction of strength `s` by `s² / (s² + lam)`. -/
theorem damping_factor (J : Matrix m n ℝ) (r : m → ℝ) {lam s : ℝ} (hlam : 0 < lam)
    {u : m → ℝ} {v : n → ℝ} (h : IsSingularPair J s u v)
    (d₀ : n → ℝ) (h₀ : Jᵀ *ᵥ (J *ᵥ d₀) = Jᵀ *ᵥ r) :
    v ⬝ᵥ dampedStep J r lam = s ^ 2 / (s ^ 2 + lam) * (v ⬝ᵥ d₀) := by
  have h1 := congrArg (fun w => w ⬝ᵥ v) h₀
  simp only [transpose_dot, h.1, dotProduct_smul, smul_eq_mul] at h1
  rw [dotProduct_comm (J *ᵥ d₀) u, dotProduct_comm r u] at h1
  have h2 : u ⬝ᵥ (J *ᵥ d₀) = s * (v ⬝ᵥ d₀) := by
    rw [← transpose_dot, h.2, smul_dotProduct, smul_eq_mul]
  have h3 : s * (u ⬝ᵥ r) = s ^ 2 * (v ⬝ᵥ d₀) := by linear_combination s * h2 - h1
  rw [dampedStep_component J r hlam h, h3, div_mul_eq_mul_div]

/-- For `lam > 0` the length of the damped step is at most `|r| / (2 √lam)`, whatever the
Jacobian. -/
theorem dampedStep_length_le (J : Matrix m n ℝ) (r : m → ℝ) {lam : ℝ} (hlam : 0 < lam) :
    length (dampedStep J r lam) ≤ length r / (2 * √lam) := by
  have h := stationarity J r hlam (dampedStep J r lam)
  set d := dampedStep J r lam
  have hd : 0 ≤ d ⬝ᵥ d := Finset.sum_nonneg fun i _ => mul_self_nonneg _
  have hr : 0 ≤ r ⬝ᵥ r := Finset.sum_nonneg fun i _ => mul_self_nonneg _
  -- the square |2 J d - r|² is nonnegative
  have hq : 0 ≤ ((2 : ℝ) • (J *ᵥ d) - r) ⬝ᵥ ((2 : ℝ) • (J *ᵥ d) - r) :=
    Finset.sum_nonneg fun i _ => mul_self_nonneg _
  simp only [sub_dotProduct, dotProduct_sub, smul_dotProduct, dotProduct_smul,
    smul_eq_mul] at hq
  rw [dotProduct_comm (J *ᵥ d) r] at hq
  have hsq : 4 * (lam * (d ⬝ᵥ d)) ≤ r ⬝ᵥ r := by linarith
  have hs : 0 < √lam := Real.sqrt_pos.mpr hlam
  rw [length, length, le_div_iff₀ (by positivity)]
  apply Real.le_sqrt_of_sq_le
  calc (√(d ⬝ᵥ d) * (2 * √lam)) ^ 2 = 4 * (√lam ^ 2 * √(d ⬝ᵥ d) ^ 2) := by ring
    _ = 4 * (lam * (d ⬝ᵥ d)) := by rw [Real.sq_sqrt hlam.le, Real.sq_sqrt hd]
    _ ≤ r ⬝ᵥ r := hsq

/-- The length bound is attained when the energy error is the pattern `u` of a singular pair of
strength `s > 0` and the damping is `lam = s²`. -/
theorem dampedStep_length_sharp (J : Matrix m n ℝ) {s : ℝ} (hs : 0 < s)
    {u : m → ℝ} {v : n → ℝ} (h : IsSingularPair J s u v) :
    length (dampedStep J u (s ^ 2)) = length u / (2 * √(s ^ 2)) := by
  have ht : (2 * s)⁻¹ * (2 * s) = 1 := inv_mul_cancel₀ (by positivity)
  -- the step is v / (2 s)
  have hx : (2 * s)⁻¹ • v = dampedStep J u (s ^ 2) := by
    rw [eq_dampedStep_iff J u (by positivity), Matrix.mulVec_smul, h.1, Matrix.mulVec_smul,
      Matrix.mulVec_smul, h.2, smul_smul, smul_smul, smul_smul, ← add_smul]
    congr 1
    linear_combination s * ht
  -- u and v have the same length
  have hn : v ⬝ᵥ v = u ⬝ᵥ u := by
    have h1 := transpose_dot J u v
    rw [h.1, h.2, smul_dotProduct, dotProduct_smul, smul_eq_mul, smul_eq_mul] at h1
    exact mul_left_cancel₀ hs.ne' h1
  have hp : 0 ≤ (2 * s)⁻¹ := by positivity
  rw [← hx, length, length, smul_dotProduct, dotProduct_smul, smul_eq_mul, smul_eq_mul, hn,
    ← mul_assoc, Real.sqrt_mul (mul_self_nonneg _), Real.sqrt_mul_self hp,
    Real.sqrt_sq hs.le, div_eq_mul_inv, mul_comm]

/-- An explicit Jacobian for two energies and two parameters with singular pairs of
strengths 3 and 1. -/
theorem isSingularPair_witness :
    IsSingularPair !![1, 2; -2, -1] 3 ![1, -1] ![1, 1] ∧
      IsSingularPair !![1, 2; -2, -1] 1 ![-1, -1] ![1, -1] := by
  refine ⟨⟨?_, ?_⟩, ⟨?_, ?_⟩⟩ <;> ext i <;> fin_cases i <;>
    simp [Matrix.mulVec, dotProduct, Fin.sum_univ_succ] <;> norm_num

end

end EnergyConsistentPotential
```

```lean
#print axioms EnergyConsistentPotential.dampedStep_unique_minimizer
#print axioms EnergyConsistentPotential.damping_factor
#print axioms EnergyConsistentPotential.dampedStep_length_le
#print axioms EnergyConsistentPotential.dampedStep_length_sharp
```

```
'EnergyConsistentPotential.dampedStep_unique_minimizer' depends on axioms: [propext, Classical.choice, Quot.sound]
'EnergyConsistentPotential.damping_factor' depends on axioms: [propext, Classical.choice, Quot.sound]
'EnergyConsistentPotential.dampedStep_length_le' depends on axioms: [propext, Classical.choice, Quot.sound]
'EnergyConsistentPotential.dampedStep_length_sharp' depends on axioms: [propext, Classical.choice, Quot.sound]
```

## Energies, parameters and lengths in the code

The finite type `m` labels energies and `n` labels parameters. Vectors are functions `m → ℝ` and `n → ℝ`, `*ᵥ` applies a matrix to a vector, and `⬝ᵥ` is the dot product. The damping \(\lambda\) is `lam`, the step \(d\) is `dampedStep J r lam`, and \(F\) is `objective J r lam`. The file defines its own `length` as the square root of `x ⬝ᵥ x`, because Mathlib's default norm on such functions is the largest absolute component.

`dampedStep_unique_minimizer` says that every `x` different from the step has a strictly larger objective. `dampedStep_component` and `damping_factor` are the two filter statements; the second takes the undamped solution `d₀` as given. `dampedStep_length_le` is the bound, and `dampedStep_length_sharp` is the case of equality.

`IsSingularPair J s u v` contains just the two equations for \(u\) and \(v\), with no normalisation. For \(s\ne0\) and nonzero vectors the two lengths agree, so dividing both by that length leaves the component formula unchanged in form, and \(\langle v,d\rangle\) becomes the coefficient along a unit vector.

`isSingularPair_witness` supplies an example:

\[
J=\begin{pmatrix}1&2\\-2&-1\end{pmatrix}.
\]

Its normalised parameter directions are \((1,1)/\sqrt2\) with \(s=3\) and \((1,-1)/\sqrt2\) with \(s=1\). At \(\lambda=1\) the filter factors are \(9/10\) and \(1/2\).

## One stationarity identity behind the proofs

`transpose_dot` moves \(J^{\mathsf T}\) across the dot product. `eq_dampedStep_iff` establishes invertibility by contradiction: a zero determinant would supply a nonzero kernel vector, and `linarith` finds the conflict with \(|Jv|^2+\lambda|v|^2=0\). It then shows that solving the damped normal equations is equivalent to being the step.

`stationarity` is equation (1), obtained by applying `fun w => w ⬝ᵥ e` to both sides of those equations. In `objective_excess`, `simp only` expands the squares and `linear_combination` cancels the cross terms with twice (1). The minimiser theorem applies this with `e := x - dampedStep J r lam`.

`dampedStep_component` uses (1) along `v`, and `damping_factor` repeats the calculation for `d₀`. In the length proof, `hq` is the nonnegative square \(|2Jd-r|^2\), `hsq` is \(4\lambda|d|^2\le|r|^2\), `Real.le_sqrt_of_sq_le` reduces the bound to its squared form, and the final `calc` derives that from `hsq`. For equality, `hx` identifies the step as \(v/(2s)\) by checking the normal equations, and `hn` gives the equal lengths.

## What can fail at \(\lambda=0\)

Take one energy and two parameters, with \(J=(1\;\;1)\), \(r=1\) and \(\lambda=0\). Every \(x\) with \(x_1+x_2=1\) makes \(F(x)=0\), so the minimiser is not unique, and minimisers can be arbitrarily long. The matrix \(J^{\mathsf T}J\) is singular; Lean assigns it the inverse zero, so `dampedStep` would return \(0\), where \(F=1\), and this is not a minimiser at all. If the columns of \(J\) are linearly independent, the minimiser is unique even at \(\lambda=0\); the assumption \(\lambda>0\) gives uniqueness for every \(J\).

## A guarantee for the linear model, not for the whole fit

The theorems hold for every finite real \(J\) and every \(r\), whether there are more energies than parameters or fewer. They concern a single step in real-number arithmetic. Rounding errors, and errors in a finite-difference Jacobian, need their own analysis.

The file contains no pseudopotential and no Schrödinger equation: that \(J\) and \(r\) come from valence energies is an interpretation. A step that minimises \(F\) can still raise the true energy error when the energies are strongly nonlinear in the parameters, which is why a code re-evaluates them before accepting it. Convergence of the iteration and transferability of the fitted potential are separate questions.

Singular pairs enter as a hypothesis, so the file does not construct a singular value decomposition. A code that computes one can apply the component formula to each pair it finds.
